# Hermitian matrices have no generalized eigenvectors beyond their eigenvectors

Suppose a Hamiltonian matrix had a Jordan chain \(Hu=Eu\), \(Hv=Ev+u\) with \(u\neq0\) and \(E\) real. With \(\hbar=1\), the state \(v\) would evolve as

\[
e^{-iHt}v=e^{-iEt}(v-it\,u),
\]

and its norm would grow without bound. For a Hermitian matrix no such chain exists: \((H-E)^kx=0\) with \(k\ge1\) already forces \(Hx=Ex\).

States are functions `n → ℂ` on a finite index set `n`, and operators are square complex matrices acting by `*ᵥ`. The adjoint \(A^\dagger\) is written `Aᴴ`, and `star x ⬝ᵥ y` is \(\langle x|y\rangle=\sum_i \overline{x_i}\,y_i\), so the basis is orthonormal. States need not be normalised.

```lean
import Mathlib

open Matrix
open scoped ComplexOrder

namespace NoJordanBlocks

variable {n : Type*} [Fintype n]
```

For any matrix \(A\), moving one factor across the scalar product gives

\[
\|Ax\|^2=\langle Ax|Ax\rangle=\langle x|A^\dagger A\,x\rangle .
\]

The rewrites in the proof carry out this move.

```lean
/-- The squared norm of `A x` equals the scalar product of `x` with `Aᴴ A x`. -/
theorem normSq_mulVec (A : Matrix n n ℂ) (x : n → ℂ) :
    star (A *ᵥ x) ⬝ᵥ (A *ᵥ x) = star x ⬝ᵥ ((Aᴴ * A) *ᵥ x) := by
  rw [Matrix.star_mulVec, ← Matrix.dotProduct_mulVec, Matrix.mulVec_mulVec]
```

Now let \(A\) be normal, \(A^\dagger A=AA^\dagger\). Using the identity for \(A\) and for \(A^\dagger\),

\[
\|Ax\|^2=\langle x|A^\dagger A\,x\rangle=\langle x|AA^\dagger x\rangle=\|A^\dagger x\|^2 .
\]

```lean
/-- A normal matrix and its adjoint send each state to vectors of equal norm. -/
theorem normSq_adjoint_eq {A : Matrix n n ℂ} (hA : Aᴴ * A = A * Aᴴ) (x : n → ℂ) :
    star (A *ᵥ x) ⬝ᵥ (A *ᵥ x) = star (Aᴴ *ᵥ x) ⬝ᵥ (Aᴴ *ᵥ x) := by
  rw [normSq_mulVec A, normSq_mulVec Aᴴ, Matrix.conjTranspose_conjTranspose, hA]
```

Suppose \(A(Ax)=0\). Equality of norms, applied to the vector \(Ax\), gives \(\|A^\dagger(Ax)\|=\|A(Ax)\|=0\), so \(A^\dagger Ax=0\). Then

\[
\|Ax\|^2=\langle x|A^\dagger Ax\rangle=0,
\]

and \(Ax=0\). Both conclusions use the fact that only the zero vector has zero norm, which is `dotProduct_star_self_eq_zero`.

```lean
/-- If a normal matrix annihilates a state when applied twice, it already does so
when applied once. -/
theorem mulVec_eq_zero_of_twice {A : Matrix n n ℂ} (hA : Aᴴ * A = A * Aᴴ) {x : n → ℂ}
    (h : A *ᵥ (A *ᵥ x) = 0) : A *ᵥ x = 0 := by
  -- the adjoint annihilates `A x` as well
  have h1 : Aᴴ *ᵥ (A *ᵥ x) = 0 := by
    apply dotProduct_star_self_eq_zero.1
    rw [← normSq_adjoint_eq hA, h, dotProduct_zero]
  -- hence `A x` has norm zero
  apply dotProduct_star_self_eq_zero.1
  rw [normSq_mulVec, ← Matrix.mulVec_mulVec, h1, dotProduct_zero]
```

Higher powers come down one at a time. If \(A^{m+2}x=0\), put \(y=A^mx\). Then \(A(Ay)=0\), so \(Ay=A^{m+1}x=0\) by the previous step, and induction on \(m\) ends at \(Ax=0\). The code writes \(k=m+1\) and follows the same descent.

```lean
variable [DecidableEq n]

/-- If some positive power of a normal matrix annihilates a state, the matrix itself does. -/
theorem mulVec_eq_zero_of_pow {A : Matrix n n ℂ} (hA : Aᴴ * A = A * Aᴴ) {x : n → ℂ}
    {k : ℕ} (hk : k ≠ 0) (h : A ^ k *ᵥ x = 0) : A *ᵥ x = 0 := by
  obtain ⟨m, rfl⟩ : ∃ m, k = m + 1 := ⟨k - 1, by omega⟩
  clear hk
  induction m with
  | zero => simpa using h
  | succ m ih =>
    apply ih
    have e : A * A * A ^ m = A ^ (m + 1 + 1) := by
      rw [pow_succ', pow_succ', mul_assoc]
    -- separate two factors of `A` from the power
    have h2 : A *ᵥ (A *ᵥ (A ^ m *ᵥ x)) = 0 := by
      rw [Matrix.mulVec_mulVec, Matrix.mulVec_mulVec, e]
      exact h
    rw [pow_succ', ← Matrix.mulVec_mulVec]
    exact mulVec_eq_zero_of_twice hA h2
```

To bring in an energy, take \(A=H-E\) with \(H\) normal and \(E\) complex. The shift is again normal, because

\[
(H-E)^\dagger(H-E)=H^\dagger H-E H^\dagger-\overline{E}\,H+|E|^2,
\]

and the opposite order gives the same expression with \(HH^\dagger\) in place of \(H^\dagger H\). In the proof `simp only` expands the products and `module` matches the terms. Conversely, if \(Hx=Ex\), the rightmost factor of \((H-E)^k\) already annihilates \(x\). This direction needs \(k\ge1\), stated as `k ≠ 0`, since the zeroth power is the identity.

```lean
/-- For a normal matrix `H`, a complex number `E` and `k ≥ 1`, the equation
`(H - E)^k x = 0` is equivalent to `H x = E x`. -/
theorem normal_generalized_iff {H : Matrix n n ℂ} (hH : Hᴴ * H = H * Hᴴ) (E : ℂ)
    {k : ℕ} (hk : k ≠ 0) (x : n → ℂ) :
    (H - E • (1 : Matrix n n ℂ)) ^ k *ᵥ x = 0 ↔ H *ᵥ x = E • x := by
  have hx : (H - E • (1 : Matrix n n ℂ)) *ᵥ x = H *ᵥ x - E • x := by
    simp [Matrix.sub_mulVec, Matrix.smul_mulVec]
  constructor
  · intro h
    -- subtracting a multiple of the identity preserves normality
    have hN : (H - E • (1 : Matrix n n ℂ))ᴴ * (H - E • (1 : Matrix n n ℂ))
        = (H - E • (1 : Matrix n n ℂ)) * (H - E • (1 : Matrix n n ℂ))ᴴ := by
      simp only [Matrix.conjTranspose_sub, Matrix.conjTranspose_smul,
        Matrix.conjTranspose_one, sub_mul, mul_sub, Matrix.smul_mul, Matrix.mul_smul,
        one_mul, mul_one, hH]
      module
    have h0 := mulVec_eq_zero_of_pow hN hk h
    rw [hx] at h0
    exact sub_eq_zero.1 h0
  · intro h
    obtain ⟨m, rfl⟩ : ∃ m, k = m + 1 := ⟨k - 1, by omega⟩
    rw [pow_succ, ← Matrix.mulVec_mulVec, hx, h, sub_self, Matrix.mulVec_zero]
```

A Hermitian matrix is normal, both products being \(H^2\). The energy is now a real number, cast into \(\mathbb C\) by `(E : ℂ)`. The equivalence also holds for \(x=0\), so it does not assert that \(E\) is an eigenvalue.

```lean
/-- For a Hermitian matrix `H`, a real energy `E` and `k ≥ 1`, the equation
`(H - E)^k x = 0` is equivalent to `H x = E x`. -/
theorem hermitian_generalized_iff {H : Matrix n n ℂ} (hH : H.IsHermitian) (E : ℝ)
    {k : ℕ} (hk : k ≠ 0) (x : n → ℂ) :
    (H - (E : ℂ) • (1 : Matrix n n ℂ)) ^ k *ᵥ x = 0 ↔ H *ᵥ x = (E : ℂ) • x :=
  normal_generalized_iff (by rw [hH.eq]) E hk x
```

If \(H^k=0\) for some \(k\), then \(H^{k+1}x=0\) for every \(x\), hence \(Hx=0\). Choosing \(x=e_j\) shows that column \(j\) of \(H\) vanishes, and so \(H=0\).

```lean
/-- A nilpotent Hermitian matrix is the zero matrix. -/
theorem hermitian_nilpotent_eq_zero {H : Matrix n n ℂ} (hH : H.IsHermitian)
    (hnil : IsNilpotent H) : H = 0 := by
  obtain ⟨k, hk⟩ := hnil
  have hzero : ∀ x : n → ℂ, H *ᵥ x = 0 := by
    intro x
    apply mulVec_eq_zero_of_pow (k := k + 1) (by rw [hH.eq]) (Nat.succ_ne_zero k)
    rw [pow_succ, hk, zero_mul, Matrix.zero_mulVec]
  -- read off the columns by acting on basis vectors
  ext i j
  have hij := congrFun (hzero (Pi.single j 1)) i
  simpa [Matrix.mulVec, dotProduct, Pi.single_apply, Matrix.col] using hij
```

For the chain in the opening paragraph, \((H-E)v=u\) and \((H-E)u=0\), so \((H-E)^2v=0\). The case \(k=2\) gives \(Hv=Ev\), and comparison with \(Hv=Ev+u\) leaves \(u=0\).

```lean
/-- A Hermitian matrix has no Jordan chain of length two at a real energy `E`: if `H u = E u` and `H
v = E v + u`, then `u = 0`. -/
theorem hermitian_no_jordan_chain {H : Matrix n n ℂ} (hH : H.IsHermitian) (E : ℝ)
    {u v : n → ℂ} (hu : H *ᵥ u = (E : ℂ) • u) (hv : H *ᵥ v = (E : ℂ) • v + u) :
    u = 0 := by
  have hs : ∀ y : n → ℂ,
      (H - (E : ℂ) • (1 : Matrix n n ℂ)) *ᵥ y = H *ᵥ y - (E : ℂ) • y := by
    intro y
    simp [Matrix.sub_mulVec, Matrix.smul_mulVec]
  -- `H - E` sends `v` to `u` and `u` to zero
  have h2 : (H - (E : ℂ) • (1 : Matrix n n ℂ)) ^ 2 *ᵥ v = 0 := by
    rw [pow_two, ← Matrix.mulVec_mulVec, hs v, hv, add_sub_cancel_left, hs u, hu, sub_self]
  have h1 := (hermitian_generalized_iff hH E two_ne_zero v).1 h2
  rw [hv] at h1
  exact add_eq_left.1 h1
```

In a \(1\times1\) matrix there is no room for a chain, so two modes are the smallest case in which one could occur. With gain and loss it can occur, for instance when both rates equal the coupling. Consider

\[
M=g\begin{pmatrix} i&1\\1&-i\end{pmatrix},
\]

where \(g\) is real. Under \(e^{-iMt}\) the diagonal entries stand for amplification of the first mode and damping of the second when \(g>0\), at a rate equal to the coupling.

```lean
/-- Two modes with coupling `g`, gain rate `g` on the first and loss rate `g` on the second. -/
noncomputable def gainLossDimer (g : ℝ) : Matrix (Fin 2) (Fin 2) ℂ :=
  !![Complex.I * g, g; g, -(Complex.I * g)]
```

The matrix equals its transpose, but for \(g\neq0\) it is not Hermitian. Its square has diagonal entries \(g^2(i^2+1)=0\) and off-diagonal entries \(g^2(i-i)=0\), while \(Me_1=g(i,1)^{T}\neq0\). The proof checks the entries of the transpose and the square one by one. For the last claim it assumes \(Me_1=0\), whose second component (index 1 in Lean, which counts from 0) gives \(g=0\), a contradiction.

```lean
/-- For `g ≠ 0` the gain-loss dimer is a symmetric matrix whose square is zero, yet it does
not annihilate the first mode. -/
theorem gainLossDimer_defective {g : ℝ} (hg : g ≠ 0) :
    (gainLossDimer g)ᵀ = gainLossDimer g ∧ gainLossDimer g ^ 2 = 0 ∧
      gainLossDimer g *ᵥ ![1, 0] ≠ 0 := by
  refine ⟨?_, ?_, ?_⟩
  · ext i j
    fin_cases i <;> fin_cases j <;> simp [gainLossDimer]
  · -- gain and coupling cancel because `I ^ 2 = -1`
    ext i j
    fin_cases i <;> fin_cases j <;>
      simp [gainLossDimer, pow_two, Matrix.mul_apply, Fin.sum_univ_succ] <;>
      first
        | ring1
        | linear_combination (g : ℂ) ^ 2 * Complex.I_sq
  · intro h
    apply hg
    simpa [gainLossDimer, Matrix.mulVec, dotProduct, Fin.sum_univ_succ] using congrFun h 1

end NoJordanBlocks
```

```lean
#print axioms NoJordanBlocks.hermitian_generalized_iff
#print axioms NoJordanBlocks.hermitian_nilpotent_eq_zero
#print axioms NoJordanBlocks.hermitian_no_jordan_chain
#print axioms NoJordanBlocks.gainLossDimer_defective
```

```
'NoJordanBlocks.hermitian_generalized_iff' depends on axioms: [propext, Classical.choice, Quot.sound]
'NoJordanBlocks.hermitian_nilpotent_eq_zero' depends on axioms: [propext, Classical.choice, Quot.sound]
'NoJordanBlocks.hermitian_no_jordan_chain' depends on axioms: [propext, Classical.choice, Quot.sound]
'NoJordanBlocks.gainLossDimer_defective' depends on axioms: [propext, Classical.choice, Quot.sound]
```

The distinction between a complex symmetric and a Hermitian matrix matters when choosing an eigensolver. `numpy.linalg.eigh` assumes a Hermitian input and ignores imaginary parts on the diagonal. Given \(M\), it returns \(\pm g\), although the only eigenvalue of \(M\) is \(0\).

For a Hermitian Hamiltonian in a finite orthonormal basis, as in a configuration-interaction calculation, the result means that a degenerate level needs no generalized eigenvectors. Operators on infinite-dimensional spaces and non-orthogonal basis sets are not treated, and the existence of a complete eigenbasis is a separate statement.
